# At two different energies, dressed Green matrices obey the uncorrected resolvent identity exactly when B g(z) g(w) C = 0

A finite system with Hamiltonian matrix `A` is coupled through `B` and `C` to a finite bath with Hamiltonian matrix `D`, and the bath enters the system's Green matrix as the self-energy B g(z) C, where g(z) is the bath's Green matrix. The model is one of plain matrices over a field, with no interaction terms, and neither Hamiltonian is required to be Hermitian. The theorem `uncorrected_identity_iff` says that, for z ≠ w with all four Green matrices given, G(z) − G(w) = (w − z) G(z) G(w) holds if and only if B g(z) g(w) C = 0. The attempt writes X for this last product and uses the corrected identity, proved just before, to get G(z) X G(w) = 0. It then multiplies by the inverses of the two Green matrices, left as underscores, to conclude that X = 0.

In Lean, a first try:

```lean
import Mathlib

open Matrix

namespace DressedResolvent

noncomputable section

variable {m n K : Type*} [Fintype m] [DecidableEq m] [Fintype n] [DecidableEq n]

/-- `g` is the Green matrix of the bath Hamiltonian `D` at energy `z`. -/
def IsBathGreen [CommRing K] (D : Matrix n n K) (z : K) (g : Matrix n n K) : Prop :=
  (z • (1 : Matrix n n K) - D) * g = 1

/-- The self-energy: hop into the bath, propagate there with `g`, and hop back. -/
def selfEnergy [CommRing K] (B : Matrix m n K) (g : Matrix n n K) (C : Matrix n m K) :
    Matrix m m K :=
  B * g * C

/-- `G` is the Green matrix at energy `z` of a system with Hamiltonian `A`
and self-energy `S`. -/
def IsDressedGreen [CommRing K] (A S : Matrix m m K) (z : K) (G : Matrix m m K) : Prop :=
  (z • (1 : Matrix m m K) - A - S) * G = 1

omit [Fintype m] [DecidableEq m] in
/-- The self-energy at `z` minus the self-energy at `w` is `(w - z) B g(z) g(w) C`. -/
theorem selfEnergy_sub [CommRing K] {D g g' : Matrix n n K} {z w : K}
    (B : Matrix m n K) (C : Matrix n m K)
    (hg : IsBathGreen D z g) (hg' : IsBathGreen D w g') :
    selfEnergy B g C - selfEnergy B g' C = (w - z) • (B * g * g' * C) := by
  unfold IsBathGreen at hg hg'
  have hl : g * (z • (1 : Matrix n n K) - D) = 1 := mul_eq_one_comm.mp hg
  -- insert the inverse of each bath Green matrix next to the other one
  have h : g - g' = (w - z) • (g * g') := by
    calc g - g' = g * ((w • (1 : Matrix n n K) - D) * g')
          - (g * (z • (1 : Matrix n n K) - D)) * g' := by
            rw [hg', hl, Matrix.mul_one, Matrix.one_mul]
      _ = (w - z) • (g * g') := by
            simp only [Matrix.mul_sub, Matrix.sub_mul, Matrix.smul_mul, Matrix.mul_smul,
              Matrix.one_mul, Matrix.mul_one, Matrix.mul_assoc]
            module
  unfold selfEnergy
  rw [← Matrix.sub_mul, ← Matrix.mul_sub, h]
  simp only [Matrix.mul_smul, Matrix.smul_mul, Matrix.mul_assoc]

/-- Dressed resolvent identity: the Green matrices at two energies, each with its own
self-energy, differ by `(w - z) G(z) (1 + B g(z) g(w) C) G(w)`. -/
theorem dressed_resolvent_identity [CommRing K] {A G G' : Matrix m m K}
    {B : Matrix m n K} {C : Matrix n m K} {D g g' : Matrix n n K} {z w : K}
    (hg : IsBathGreen D z g) (hg' : IsBathGreen D w g')
    (hG : IsDressedGreen A (selfEnergy B g C) z G)
    (hG' : IsDressedGreen A (selfEnergy B g' C) w G') :
    G - G' = (w - z) • (G * (1 + B * g * g' * C) * G') := by
  have h := selfEnergy_sub B C hg hg'
  unfold IsDressedGreen at hG hG'
  generalize selfEnergy B g C = S at *
  generalize selfEnergy B g' C = S' at *
  have hl : G * (z • (1 : Matrix m m K) - A - S) = 1 := mul_eq_one_comm.mp hG
  calc G - G' = G * ((w • (1 : Matrix m m K) - A - S') * G')
        - (G * (z • (1 : Matrix m m K) - A - S)) * G' := by
          rw [hG', hl, Matrix.mul_one, Matrix.one_mul]
    _ = (w - z) • (G * G') + G * (S - S') * G' := by
          simp only [Matrix.mul_sub, Matrix.sub_mul, Matrix.smul_mul, Matrix.mul_smul,
            Matrix.one_mul, Matrix.mul_one, Matrix.mul_assoc]
          module
    _ = (w - z) • (G * (1 + B * g * g' * C) * G') := by
          -- the self-energy difference supplies the correction
          rw [h]
          simp only [Matrix.mul_add, Matrix.add_mul, Matrix.mul_smul, Matrix.smul_mul,
            Matrix.mul_one, smul_add]

/-- At two different energies the uncorrected resolvent identity holds for the dressed
Green matrices exactly when `B g(z) g(w) C` vanishes. -/
theorem uncorrected_identity_iff [Field K] {A G G' : Matrix m m K}
    {B : Matrix m n K} {C : Matrix n m K} {D g g' : Matrix n n K} {z w : K} (hzw : z ≠ w)
    (hg : IsBathGreen D z g) (hg' : IsBathGreen D w g')
    (hG : IsDressedGreen A (selfEnergy B g C) z G)
    (hG' : IsDressedGreen A (selfEnergy B g' C) w G') :
    G - G' = (w - z) • (G * G') ↔ B * g * g' * C = 0 := by
  rw [dressed_resolvent_identity hg hg' hG hG']
  generalize B * g * g' * C = X
  constructor
  · intro h
    have hne : w - z ≠ 0 := sub_ne_zero.mpr hzw.symm
    have h2 := congrArg (fun M => (w - z)⁻¹ • M) h
    simp only [inv_smul_smul₀ hne] at h2
    have h3 : G * X * G' = 0 := by
      calc G * X * G' = G * (1 + X) * G' - G * G' := by noncomm_ring
        _ = 0 := by rw [h2, sub_self]
    -- strip off the two invertible Green matrices
    unfold IsDressedGreen at hG hG'
    have hr := mul_eq_one_comm.mp hG'
    calc X = (_ * G) * X * (G' * _) := by rw [hG, hr, Matrix.one_mul, Matrix.mul_one]
      _ = _ * (G * X * G') * _ := by simp only [Matrix.mul_assoc]
      _ = 0 := by rw [h3, Matrix.mul_zero, Matrix.zero_mul]
  · intro h
    rw [h, add_zero, Matrix.mul_one]

end

end DressedResolvent
```

Lean reports:

```
Main.lean:94:34: error: unsolved goals
m : Type u_1
n : Type u_2
K : Type u_3
inst✝⁴ : Fintype m
inst✝³ : DecidableEq m
inst✝² : Fintype n
inst✝¹ : DecidableEq n
inst✝ : Field K
A G G' : Matrix m m K
B : Matrix m n K
C : Matrix n m K
D g g' : Matrix n n K
z w : K
hzw : z ≠ w
hg : IsBathGreen D z g
hg' : IsBathGreen D w g'
hG : (z • 1 - A - selfEnergy B g C) * G = 1
hG' : (w • 1 - A - selfEnergy B g' C) * G' = 1
X : Matrix m m K
h : (w - z) • (G * (1 + X) * G') = (w - z) • (G * G')
hne : w - z ≠ 0
h2 : G * (1 + X) * G' = G * G'
h3 : G * X * G' = 0
hr : G' * (w • 1 - A - selfEnergy B g' C) = 1
⊢ (z • 1 - A - selfEnergy B g C) * (G * (X * (G' * (w • 1 - A - selfEnergy B g' C)))) =
    ?m.243 * (G * (X * (G' * ?m.245)))
Main.lean:95:43: error: Tactic `rewrite` failed: Did not find an occurrence of the pattern
  0 * ?M
in the target expression
  0 = 0

m : Type u_1
n : Type u_2
K : Type u_3
inst✝⁴ : Fintype m
inst✝³ : DecidableEq m
inst✝² : Fintype n
inst✝¹ : DecidableEq n
inst✝ : Field K
A G G' : Matrix m m K
B : Matrix m n K
C : Matrix n m K
D g g' : Matrix n n K
z w : K
hzw : z ≠ w
hg : IsBathGreen D z g
hg' : IsBathGreen D w g'
hG : (z • 1 - A - selfEnergy B g C) * G = 1
hG' : (w • 1 - A - selfEnergy B g' C) * G' = 1
X : Matrix m m K
h : (w - z) • (G * (1 + X) * G') = (w - z) • (G * G')
hne : w - z ≠ 0
h2 : G * (1 + X) * G' = G * G'
h3 : G * X * G' = 0
hr : G' * (w • 1 - A - selfEnergy B g' C) = 1
⊢ 0 = 0
```

Diagnosis. Each `_` inside a `calc` step is a fresh unknown. In the first step `rw [hG, hr]` settles the two inverses, but the underscores on the right of the second step are new and nothing ties them to those. `simp only [Matrix.mul_assoc]` regroups both sides and does not fill in unknowns, so the first message shows the known inverses facing `?m.243` and `?m.245`.

The second error has the same root. After `rw [h3]` the left side is an unknown times `0` times another unknown. `Matrix.mul_zero` looks for a product ending in `0`, and it matches the whole expression by taking the last unknown to be `0`. That leaves `0 = 0`, where `Matrix.zero_mul` finds nothing to rewrite.

The repair names the inverses `M` and `N` with `obtain`, keeping only `M * G = 1` and `G' * N = 1`; `hN` takes over the role of `hr`. Both sides of the second step now hold the same matrices, so regrouping closes it. In the last step `N` is fixed, so `Matrix.mul_zero` can only rewrite `M * 0`, which leaves `0 * N` for `Matrix.zero_mul`.

After these edits no error is left:

```diff
@@ -90,7 +90,8 @@
     -- strip off the two invertible Green matrices
     unfold IsDressedGreen at hG hG'
-    have hr := mul_eq_one_comm.mp hG'
-    calc X = (_ * G) * X * (G' * _) := by rw [hG, hr, Matrix.one_mul, Matrix.mul_one]
-      _ = _ * (G * X * G') * _ := by simp only [Matrix.mul_assoc]
+    obtain ⟨M, hM⟩ : ∃ M : Matrix m m K, M * G = 1 := ⟨_, hG⟩
+    obtain ⟨N, hN⟩ : ∃ N : Matrix m m K, G' * N = 1 := ⟨_, mul_eq_one_comm.mp hG'⟩
+    calc X = (M * G) * X * (G' * N) := by rw [hM, hN, Matrix.one_mul, Matrix.mul_one]
+      _ = M * (G * X * G') * N := by simp only [Matrix.mul_assoc]
       _ = 0 := by rw [h3, Matrix.mul_zero, Matrix.zero_mul]
   · intro h
```
